# A Krylov space closed under the Hessian contains every RFO step whose shifted Hessian is injective

A subspace solver for rational function optimisation (RFO) can satisfy all of its own equations and still return a step that does not solve the full problem. Take a nonzero gradient $g$, a Hessian $H$ for which $Hg$ is not a multiple of $g$, and the one-dimensional search space spanned by $g$. A projected step $s=cg$ has $c\neq0$, since $c=0$ would leave the residual $g$, which is not orthogonal to $g$. The full residual $g+cHg-tcg$, where $t$ is the RFO shift, then has a nonzero component orthogonal to $g$, because $Hg$ has one. The projected equations do not see this component.

This failure is absent once the Krylov space is closed, meaning that one more application of $H$ produces no new direction. If in addition $H-t$ is injective, no exact step with shift $t$ lies elsewhere. For geometry optimisation in electronic structure, this says that any step returned at closure by an RFO solver using only Hessian-vector products solves the full RFO equations, for a fixed Hessian and gradient and in exact arithmetic.

## The augmented Hessian and its projection

Let $E$ be a real inner product space of nuclear displacements, with $g\in E$ and $H:E\to E$ linear. The code does not require $E$ to be finite-dimensional. Symmetry of $H$ is assumed only in the theorems that use it.

In Lean 4 with Mathlib:

```lean
import Mathlib

open scoped InnerProductSpace

namespace KrylovRFO

noncomputable section

variable {E : Type*} [NormedAddCommGroup E] [InnerProductSpace ℝ E]
```

For a natural number $k$, the Krylov space is

$$W=\operatorname{span}\{H^i g : i=0,\dots,k-1\}.$$

In the code $W$ is `krylov H g k`, and the index `i : Fin k` runs over exactly these values. For $k=0$ the space is $\{0\}$.

```lean
/-- The Krylov space spanned by `g, H g, ..., H^(k-1) g`. -/
def krylov (H : E →ₗ[ℝ] E) (g : E) (k : ℕ) : Submodule ℝ E :=
  Submodule.span ℝ (Set.range fun i : Fin k => (H ^ (i : ℕ)) g)
```

RFO looks for an eigenvector of the augmented Hessian, scaled so that its first component is 1:

$$\begin{pmatrix}0&g^{T}\\ g&H\end{pmatrix}\begin{pmatrix}1\\ s\end{pmatrix}=t\begin{pmatrix}1\\ s\end{pmatrix}.$$

The two rows read $\langle g,s\rangle=t$ and $g+Hs=ts$. The second is the level-shifted Newton equation $(H-t)s=-g$, and the first fixes the shift. `IsRFOStep H g t s` states both rows. It does not select the lowest eigenvalue, so the results hold for any root with such an eigenvector. Eigenvectors with first component zero define no step and are not covered, nor is any later rescaling of the step to a trust radius.

```lean
/-- An exact RFO step `s` with shift `t`: the vector `(1, s)` satisfies the eigenvalue
equations of the augmented Hessian with eigenvalue `t`. -/
def IsRFOStep (H : E →ₗ[ℝ] E) (g : E) (t : ℝ) (s : E) : Prop :=
  ⟪g, s⟫_ℝ = t ∧ g + H s = t • s
```

The subspace solver keeps the first row, restricts $s$ to $W$, and asks of the second row only that its residual be orthogonal to $W$:

$$s\in W,\qquad \langle g,s\rangle=t,\qquad \langle w,\,g+Hs-ts\rangle=0\quad\text{for all } w\in W.$$

In an orthonormal basis of $W$, this is the small augmented eigenvalue problem that the solver diagonalises, with the eigenvector again scaled so that its first component is 1.

```lean
/-- A subspace RFO step: `s` lies in `W` and satisfies the augmented-Hessian equations
projected on `W`. -/
def IsSubspaceRFOStep (W : Submodule ℝ E) (H : E →ₗ[ℝ] E) (g : E) (t : ℝ) (s : E) : Prop :=
  s ∈ W ∧ ⟪g, s⟫_ℝ = t ∧ ∀ w ∈ W, ⟪w, g + H s - t • s⟫_ℝ = 0
```

Since $W$ is spanned by finitely many vectors, it is finite-dimensional even when $E$ is not. Both the surjectivity argument and the orthogonal projection below rely on this.

```lean
instance krylov_finite (H : E →ₗ[ℝ] E) (g : E) (k : ℕ) :
    FiniteDimensional ℝ (krylov H g k) :=
  FiniteDimensional.span_of_finite ℝ (Set.finite_range _)
```

## Closure makes the space invariant

The closure condition is $H^k g\in W$. For a symmetric Hessian in finite dimension, it means physically that the gradient has components in at most $k$ eigenspaces of $H$ with distinct eigenvalues.

Closure gives $g\in W$: for $k\geq1$ the gradient is the generator with $i=0$, and for $k=0$ the condition itself says $g\in W=\{0\}$. It also gives $HW\subseteq W$. On a generator,

$$H(H^i g)=H^{i+1}g.$$

If $i+1<k$, the right side is another generator. Otherwise $i+1=k$, and the right side is $H^k g$, which lies in $W$ by assumption. Linearity extends this from the generators to all of $W$.

The proof of `krylov_invariant` makes the same case distinction. The linear extension is `Submodule.span_le`, applied to the subspace of vectors that $H$ sends into $W$.

```lean
variable {H : E →ₗ[ℝ] E} {g s : E} {k : ℕ} {t : ℝ}

/-- If `H^k g` lies in the Krylov space of order `k`, that space contains the gradient
and is mapped into itself by the Hessian. -/
theorem krylov_invariant (hk : (H ^ k) g ∈ krylov H g k) :
    g ∈ krylov H g k ∧ ∀ w ∈ krylov H g k, H w ∈ krylov H g k := by
  constructor
  · rcases Nat.eq_zero_or_pos k with rfl | hpos
    · simpa using hk
    · exact Submodule.subset_span ⟨⟨0, hpos⟩, by simp⟩
  · have hle : krylov H g k ≤ (krylov H g k).comap H := by
      refine Submodule.span_le.2 ?_
      rintro _ ⟨i, rfl⟩
      have hstep : H ((H ^ (i : ℕ)) g) = (H ^ ((i : ℕ) + 1)) g := by
        rw [pow_succ']; rfl
      change H ((H ^ (i : ℕ)) g) ∈ krylov H g k
      rw [hstep]
      -- either the next power is still a generator, or it is `H^k g`
      by_cases h : (i : ℕ) + 1 < k
      · exact Submodule.subset_span ⟨⟨(i : ℕ) + 1, h⟩, rfl⟩
      · have hi := i.isLt
        have he : (i : ℕ) + 1 = k := by omega
        rw [he]
        exact hk
    exact fun w hw => hle hw
```

## The shifted Newton equation is solved inside the space

Write $A=H-t$ and suppose that $A$ is injective, so that no eigenvector of $H$ has eigenvalue $t$. This holds in particular when $t$ lies strictly below every eigenvalue of the Hessian. In finite dimension injectivity is the same as invertibility.

Let $As=-g$. For $w\in W$ we have $Aw=Hw-tw\in W$, so $A$ restricts to a map from $W$ to itself. The restriction is injective, and an injective linear map of a finite-dimensional space into itself is surjective. Since $-g\in W$, there is a $w\in W$ with

$$Aw=-g=As.$$

Injectivity of $A$ on all of $E$ gives $s=w$, hence $s\in W$.

In the code $A$ is `H - t • 1`, and `restrict` forms its action on $W$. The theorem uses neither the symmetry of $H$ nor the first RFO row, so it applies to a level-shifted Newton step with any prescribed $t$ that meets the injectivity condition.

```lean
/-- If `H^k g` lies in the Krylov space and `H - t` is injective, the solution of the
level-shifted Newton equation `(H - t) s = -g` lies in the Krylov space. -/
theorem shifted_newton_mem_krylov (hk : (H ^ k) g ∈ krylov H g k)
    (hinj : Function.Injective (H - t • (1 : E →ₗ[ℝ] E)))
    (hs : (H - t • (1 : E →ₗ[ℝ] E)) s = -g) : s ∈ krylov H g k := by
  obtain ⟨hg, hH⟩ := krylov_invariant hk
  have hA : ∀ w ∈ krylov H g k, (H - t • (1 : E →ₗ[ℝ] E)) w ∈ krylov H g k := by
    intro w hw
    have e : (H - t • (1 : E →ₗ[ℝ] E)) w = H w - t • w := by simp
    rw [e]
    exact Submodule.sub_mem _ (hH w hw) (Submodule.smul_mem _ t hw)
  -- an injective map of a finite-dimensional space into itself is onto
  have hAinj : Function.Injective ((H - t • (1 : E →ₗ[ℝ] E)).restrict hA) :=
    fun x y hxy => Subtype.ext (hinj (congrArg Subtype.val hxy))
  obtain ⟨w, hw⟩ := LinearMap.injective_iff_surjective.1 hAinj
    ⟨-g, Submodule.neg_mem _ hg⟩
  have hw' : (H - t • (1 : E →ₗ[ℝ] E)) (w : E) = -g := congrArg Subtype.val hw
  have hsw : s = w := hinj (hs.trans hw'.symm)
  rw [hsw]
  exact w.2
```

## A projected solution has no hidden residual

Now let $s$ be a subspace step, and let $r=g+Hs-ts$ be its full residual. All three terms lie in $W$, because $g\in W$, $s\in W$ and $HW\subseteq W$. The projected equations say that $r$ is orthogonal to every vector of $W$, including $r$ itself:

$$\langle r,r\rangle=0\quad\Longrightarrow\quad r=0.$$

The step is therefore exact. Injectivity of $H-t$ plays no part here. The proof builds the membership of $r$ as `hr` and inserts $r$ into the orthogonality condition `h2`.

```lean
/-- If `H^k g` lies in the Krylov space, every subspace RFO step in it is an exact
RFO step. -/
theorem subspace_step_exact (hk : (H ^ k) g ∈ krylov H g k)
    (h : IsSubspaceRFOStep (krylov H g k) H g t s) : IsRFOStep H g t s := by
  obtain ⟨hg, hH⟩ := krylov_invariant hk
  obtain ⟨hs, h1, h2⟩ := h
  -- the residual lies in the Krylov space and is orthogonal to it
  have hr : g + H s - t • s ∈ krylov H g k :=
    Submodule.sub_mem _ (Submodule.add_mem _ hg (hH s hs)) (Submodule.smul_mem _ t hs)
  exact ⟨h1, sub_eq_zero.1 (inner_self_eq_zero.1 (h2 _ hr))⟩
```

With injectivity the converse holds too. An exact step satisfies $(H-t)s=-g$, so it lies in $W$ by the previous result, and its residual is zero and hence orthogonal to everything. For such a shift, the exact steps and the subspace steps are the same vectors.

```lean
/-- If `H^k g` lies in the Krylov space and `H - t` is injective, the exact RFO steps with
shift `t` are precisely the subspace RFO steps with shift `t`. -/
theorem rfo_step_iff_subspace_step (hk : (H ^ k) g ∈ krylov H g k)
    (hinj : Function.Injective (H - t • (1 : E →ₗ[ℝ] E))) :
    IsRFOStep H g t s ↔ IsSubspaceRFOStep (krylov H g k) H g t s := by
  refine ⟨fun ⟨h1, h2⟩ => ⟨?_, h1, ?_⟩, subspace_step_exact hk⟩
  · apply shifted_newton_mem_krylov hk hinj
    simp only [LinearMap.sub_apply, LinearMap.smul_apply, Module.End.one_apply]
    rw [← h2]
    abel
  · intro w _
    rw [h2, sub_self, inner_zero_right]
```

## Symmetry replaces injectivity by projection

If $H-t$ has a null vector, an exact step may lie partly outside $W$. For symmetric $H$, its orthogonal projection on $W$ is still an exact step. Split $s=p+z$ with $p\in W$ and $z$ orthogonal to $W$. Since $g\in W$,

$$t=\langle g,s\rangle=\langle g,p\rangle+\langle g,z\rangle=\langle g,p\rangle.$$

The second row, $g+H(p+z)=t(p+z)$, rearranges to

$$g+Hp-tp=tz-Hz.$$

For $w\in W$, symmetry moves $H$ onto $w$:

$$\langle w,\,tz-Hz\rangle=t\langle w,z\rangle-\langle Hw,z\rangle=0,$$

because $w$ and $Hw$ both lie in $W$. Thus $p$ is a subspace step, and by closure it is exact. Finally $\|s\|^2=\|p\|^2+\|z\|^2$ gives $\|p\|\leq\|s\|$.

In the proof, `hres` is the rearranged second row, and the rewrite with `hH w z` is the use of symmetry. The length bound follows from `norm_add_sq_real` by contradiction.

```lean
/-- For a symmetric Hessian with `H^k g` in the Krylov space, each exact RFO step has a
counterpart in the Krylov space with the same shift and no greater length. -/
theorem exists_step_in_krylov (hH : H.IsSymmetric) (hk : (H ^ k) g ∈ krylov H g k)
    (h : IsRFOStep H g t s) :
    ∃ p ∈ krylov H g k, IsRFOStep H g t p ∧ ‖p‖ ≤ ‖s‖ := by
  obtain ⟨hg, hW⟩ := krylov_invariant hk
  obtain ⟨h1, h2⟩ := h
  -- split the step into its part in the Krylov space and an orthogonal rest
  obtain ⟨p, hp, z, hz, rfl⟩ := (krylov H g k).exists_add_mem_mem_orthogonal s
  have hz' : ∀ w ∈ krylov H g k, ⟪w, z⟫_ℝ = 0 := (Submodule.mem_orthogonal _ _).1 hz
  refine ⟨p, hp, subspace_step_exact hk ⟨hp, ?_, ?_⟩, ?_⟩
  · rw [inner_add_right, hz' g hg, add_zero] at h1
    exact h1
  · intro w hw
    have hres : g + H p - t • p = t • z - H z := by
      rw [map_add, smul_add] at h2
      linear_combination (norm := module) h2
    rw [hres, inner_sub_right, inner_smul_right, hz' w hw, ← hH w z, hz' _ (hW w hw)]
    simp
  · have hn := norm_add_sq_real p z
    rw [hz' p hp] at hn
    by_contra hlt
    have hlt' := not_le.1 hlt
    nlinarith [norm_nonneg (p + z), sq_nonneg ‖z‖]
```

The full and the projected problem therefore admit steps for the same values of $t$. One direction projects an exact step, and the other uses the vanishing residual. A solver that works in the closed space misses no shift belonging to an eigenvector with nonzero first component. It can miss an eigenvalue whose eigenvectors all have first component zero, and this may be the lowest one when $g$ has no component along a mode of strongly negative curvature.

```lean
/-- For a symmetric Hessian with `H^k g` in the Krylov space, the full and the projected
RFO problem admit steps for the same shifts `t`. -/
theorem rfo_shifts_agree (hH : H.IsSymmetric) (hk : (H ^ k) g ∈ krylov H g k) :
    (∃ s, IsRFOStep H g t s) ↔ ∃ s, IsSubspaceRFOStep (krylov H g k) H g t s := by
  constructor
  · rintro ⟨s, hs⟩
    obtain ⟨p, hp, ⟨h1, h2⟩, _⟩ := exists_step_in_krylov hH hk hs
    exact ⟨p, hp, h1, fun w _ => by rw [h2, sub_self, inner_zero_right]⟩
  · rintro ⟨s, hs⟩
    exact ⟨s, subspace_step_exact hk hs⟩
```

## A null vector of the shifted Hessian lets steps leave the space

Let $s\in W$ be an exact step of a symmetric Hessian, and let $v\notin W$ satisfy $Hv=tv$. From $g=ts-Hs$,

$$\langle g,v\rangle=t\langle s,v\rangle-\langle s,Hv\rangle=t\langle s,v\rangle-t\langle s,v\rangle=0.$$

Adding $v$ leaves the first row unchanged, and the second becomes

$$g+H(s+v)=ts+tv=t(s+v).$$

So $s+v$ is an exact step. It lies outside $W$, since otherwise $v=(s+v)-s$ would lie in $W$. The theorem takes $s$ and $v$ as given and does not need closure.

```lean
/-- For a symmetric Hessian, adding to an exact RFO step in the Krylov space an eigenvector
outside it with eigenvalue `t` gives an exact RFO step outside the Krylov space. -/
theorem step_outside_krylov (hH : H.IsSymmetric) (h : IsRFOStep H g t s)
    (hs : s ∈ krylov H g k) {v : E} (hv : H v = t • v) (hvW : v ∉ krylov H g k) :
    IsRFOStep H g t (s + v) ∧ s + v ∉ krylov H g k := by
  obtain ⟨h1, h2⟩ := h
  -- the gradient is orthogonal to the eigenvector
  have hgv : ⟪g, v⟫_ℝ = 0 := by
    have e : g = t • s - H s := eq_sub_of_add_eq h2
    rw [e, inner_sub_left, hH s v, hv, real_inner_smul_left, real_inner_smul_right, sub_self]
  refine ⟨⟨?_, ?_⟩, fun hm => hvW ((Submodule.add_mem_iff_right _ hs).1 hm)⟩
  · rw [inner_add_right, hgv, add_zero, h1]
  · rw [map_add, hv, smul_add, ← add_assoc, h2]
```

## A two-dimensional harmonic well

A small example combines symmetry, closure and injectivity with a Krylov space smaller than $E$. In dimensionless coordinates, take force constants $3/2$ and $3$:

$$H=\begin{pmatrix}3/2&0\\0&3\end{pmatrix}.$$

`wellHessian` defines this matrix by its action on the components `x 0` and `x 1`.

```lean
/-- The Hessian of a two-dimensional harmonic well with force constants `3/2` and `3`. -/
def wellHessian : EuclideanSpace ℝ (Fin 2) →ₗ[ℝ] EuclideanSpace ℝ (Fin 2) where
  toFun x := !₂[3 / 2 * x 0, 3 * x 1]
  map_add' x y := by ext i; fin_cases i <;> simp <;> ring
  map_smul' c x := by ext i; fin_cases i <;> simp <;> ring
```

The gradient is $g=(1,0)$, as found at the point $(\tfrac23,0)$ when the minimum is at the origin.

```lean
/-- A unit gradient along the first axis. -/
def wellGradient : EuclideanSpace ℝ (Fin 2) := !₂[1, 0]
```

Here $Hg=\tfrac32 g$, so the Krylov space closes at $k=1$ and is the first axis. With $s=(c,0)$, the first row gives $c=t$ and the second gives $1+\tfrac32t=t^2$, whose roots are $t=2$ and $t=-\tfrac12$. The lower root gives $s=(-\tfrac12,0)$, and both components of the second row check:

$$g+Hs=(1-\tfrac34,\,0)=(\tfrac14,\,0)=ts.$$

The shifted Hessian $H-t$ is diagonal with entries $2$ and $\tfrac72$, so it is injective.

The same example shows what injectivity excludes. If the second force constant is changed by hand from $3$ to $-\tfrac12$, then $s$ is still an exact step with $t=-\tfrac12$, but $v=(0,1)$ is now an eigenvector with that eigenvalue, and $(-\tfrac12,1)$ is an exact step off the first axis.

The theorem `rfo_step_witness` concerns the original well. It establishes symmetry, closure, injectivity and the two RFO rows by comparing components.

```lean
/-- The harmonic well with a unit gradient along the first axis has a symmetric Hessian,
a Krylov space closed at order one, and an exact RFO step with shift `-1/2` for which the
shifted Hessian is injective. -/
theorem rfo_step_witness :
    wellHessian.IsSymmetric ∧
    (wellHessian ^ 1) wellGradient ∈ krylov wellHessian wellGradient 1 ∧
    Function.Injective (wellHessian -
      (-1 / 2 : ℝ) • (1 : EuclideanSpace ℝ (Fin 2) →ₗ[ℝ] EuclideanSpace ℝ (Fin 2))) ∧
    IsRFOStep wellHessian wellGradient (-1 / 2) !₂[-1 / 2, 0] := by
  refine ⟨?_, ?_, ?_, ?_, ?_⟩
  · intro x y
    simp [wellHessian, PiLp.inner_apply, Fin.sum_univ_two]
    ring
  · have e : (wellHessian ^ 1) wellGradient = (3 / 2 : ℝ) • wellGradient := by
      rw [pow_one]
      ext i
      fin_cases i <;> simp [wellHessian, wellGradient]
    rw [e]
    exact Submodule.smul_mem _ _ (Submodule.subset_span ⟨0, by simp⟩)
  · intro x y h
    have h0 : 3 / 2 * x 0 - (-1 / 2) * x 0 = 3 / 2 * y 0 - (-1 / 2) * y 0 :=
      congrArg (fun v : EuclideanSpace ℝ (Fin 2) => v 0) h
    have h1 : 3 * x 1 - (-1 / 2) * x 1 = 3 * y 1 - (-1 / 2) * y 1 :=
      congrArg (fun v : EuclideanSpace ℝ (Fin 2) => v 1) h
    ext i
    fin_cases i
    · change x 0 = y 0
      linarith
    · change x 1 = y 1
      linarith
  · norm_num [wellGradient, PiLp.inner_apply, Fin.sum_univ_two]
  · ext i
    fin_cases i <;> norm_num [wellHessian, wellGradient]

end

end KrylovRFO
```

```lean
#print axioms KrylovRFO.rfo_step_iff_subspace_step
-- 'KrylovRFO.rfo_step_iff_subspace_step' depends on axioms: [propext, Classical.choice, Quot.sound]
#print axioms KrylovRFO.exists_step_in_krylov
-- 'KrylovRFO.exists_step_in_krylov' depends on axioms: [propext, Classical.choice, Quot.sound]
#print axioms KrylovRFO.rfo_shifts_agree
-- 'KrylovRFO.rfo_shifts_agree' depends on axioms: [propext, Classical.choice, Quot.sound]
#print axioms KrylovRFO.step_outside_krylov
-- 'KrylovRFO.step_outside_krylov' depends on axioms: [propext, Classical.choice, Quot.sound]
```
